# For a self-adjoint operator, a frequency between two eigenvalues permits conjugate-gradient breakdown, while damping $i\eta$ gives the lower bound $|\eta|$

Take $A=\mathrm{diag}(-1,1)$, frequency $w=0$ and $x=(1,1)$. Then $\langle x,(A-w)x\rangle=-1+1=0$, so a conjugate-gradient step along $x$ would divide by zero, although $A-w$ is invertible. If I add $i\eta$ with $\eta$ real, I get $\|(A-w+i\eta)x\|^2=(1+\eta^2)\|x\|^2$, which is at least $\eta^2\|x\|^2$.

I believe this is general. If a self-adjoint $A$ on a finite-dimensional complex space has eigenvalues $a<w<b$, some nonzero $x$ should have $\langle x,(A-w)x\rangle=0$, whereas $\|(A-w+i\eta)x\|\ge|\eta|\,\|x\|$ should hold for every real $\eta$ and every $x$. Can someone give a full derivation, and a proof that a machine has checked?

## Balancing two eigenvectors, and adding damping in quadrature

Yes, both halves hold. Write $B=A-w$, and let the inner product be conjugate-linear in its first slot. I call $\langle x,Bx\rangle$ the curvature along $x$.

**Zero curvature.** Let $Au=au$ and $Av=bv$ with $u,v\neq0$. Self-adjointness gives
$$a\langle u,v\rangle=\langle Au,v\rangle=\langle u,Av\rangle=b\langle u,v\rangle,$$
so $\langle u,v\rangle=0$, because $a\ne b$. For $x=su+tv$ with real $s,t$,
$$\langle x,Bx\rangle=s^2(a-w)\|u\|^2+t^2(b-w)\|v\|^2 .$$
Choose $s>0$ and $t$ with $s^2=(b-w)\|v\|^2$ and $t^2=(w-a)\|u\|^2$. The two terms cancel. Also $\langle u,x\rangle=s\|u\|^2>0$, so $x\ne0$. If $u$, $v$ and $x$ are all normalised, the weights on $u$ and $v$ are $(b-w)/(b-a)$ and $(w-a)/(b-a)$: the state $x$ has mean value $w$ for $A$.

**Breakdown.** Start conjugate gradients for $B$ with residual $r=x$, which is also the first search direction. The next residual is $r-\alpha Br$, and
$$\langle r,r-\alpha Br\rangle=\|r\|^2-\alpha\langle r,Br\rangle=\|r\|^2\neq0$$
for every step length $\alpha$. The required orthogonality cannot be reached.

**The damped bound.** Since $B$ is self-adjoint, $\langle x,Bx\rangle=\langle Bx,x\rangle$ is real. Therefore $\operatorname{Im}\langle x,(B+i\eta)x\rangle=\eta\|x\|^2$, and
$$\|(B+i\eta)x\|^2=\|Bx\|^2+2\operatorname{Re}\big(i\eta\langle Bx,x\rangle\big)+\eta^2\|x\|^2=\|Bx\|^2+\eta^2\|x\|^2 .$$
Dropping $\|Bx\|^2$ and taking roots gives the bound. Equality holds exactly when $Bx=0$, that is, $Ax=wx$.

The factor $i$ is easily lost here, by treating damping as a real shift. With $A-w+\eta$ the cross term is $2\eta\langle x,Bx\rangle$, which need not vanish, and the bound fails: in the opening example, $\eta=1$ gives the singular matrix $\mathrm{diag}(0,2)$.

**Two finite-dimensional consequences.** In an orthonormal eigenbasis $e_i$ with eigenvalues $\lambda_i$,
$$\langle x,Bx\rangle=\sum_i(\lambda_i-w)|\langle e_i,x\rangle|^2 .$$
Suppose $w$ is not an eigenvalue and this sum vanishes for some $x\neq0$. Some term is nonzero, so there are terms of both signs, and $w$ lies between two eigenvalues. Separately, for $\eta\ne0$ the bound makes $B+i\eta$ injective, hence bijective in finite dimension.

Here is the complete Lean file.

```lean
import Mathlib

open scoped InnerProductSpace

namespace FrequencyDependentResponse

variable {E : Type*} [NormedAddCommGroup E] [InnerProductSpace ℂ E]

/-- The response operator `A - w + iη` at real frequency `w` with real damping `η`. -/
noncomputable def responseOp (A : E →ₗ[ℂ] E) (w η : ℝ) : E →ₗ[ℂ] E :=
  A - (w : ℂ) • LinearMap.id + ((η : ℂ) * Complex.I) • LinearMap.id

lemma responseOp_apply (A : E →ₗ[ℂ] E) (w η : ℝ) (x : E) :
    responseOp A w η x = A x - (w : ℂ) • x + ((η : ℂ) * Complex.I) • x := rfl

lemma responseOp_split (A : E →ₗ[ℂ] E) (w η : ℝ) (x : E) :
    responseOp A w η x = responseOp A w 0 x + ((η : ℂ) * Complex.I) • x := by
  simp only [responseOp_apply, Complex.ofReal_zero, zero_mul, zero_smul, add_zero]

lemma inner_self_ofReal (x : E) : ⟪x, x⟫_ℂ = ((‖x‖ ^ 2 : ℝ) : ℂ) := by
  rw [Complex.ofReal_pow]
  exact inner_self_eq_norm_sq_to_K x

/-- Without damping, the response operator of a symmetric `A` is symmetric. -/
theorem undamped_symmetric {A : E →ₗ[ℂ] E} (hA : A.IsSymmetric) (w : ℝ) :
    (responseOp A w 0).IsSymmetric := by
  intro x y
  simp only [responseOp_apply, Complex.ofReal_zero, zero_mul, zero_smul, add_zero,
    inner_sub_left, inner_sub_right, inner_smul_left, inner_smul_right,
    Complex.conj_ofReal, hA x y]

/-- For symmetric `A`, the imaginary part of the curvature `⟨x, (A - w + iη) x⟩`
is `η ‖x‖²`. -/
theorem curvature_im {A : E →ₗ[ℂ] E} (hA : A.IsSymmetric) (w η : ℝ) (x : E) :
    (⟪x, responseOp A w η x⟫_ℂ).im = η * ‖x‖ ^ 2 := by
  -- the undamped curvature is real
  have h0 : (⟪x, responseOp A w 0 x⟫_ℂ).im = 0 := by
    have h := inner_conj_symm (𝕜 := ℂ) x (responseOp A w 0 x)
    rw [undamped_symmetric hA w x x] at h
    exact Complex.conj_eq_iff_im.mp h
  rw [responseOp_split, inner_add_right, inner_smul_right, inner_self_ofReal,
    Complex.add_im, h0]
  simp only [Complex.mul_im, Complex.mul_re, Complex.I_re, Complex.I_im,
    Complex.ofReal_re, Complex.ofReal_im]
  ring

/-- For symmetric `A`, damping adds in quadrature:
`‖(A - w + iη) x‖² = ‖(A - w) x‖² + η² ‖x‖²`. -/
theorem response_norm_sq {A : E →ₗ[ℂ] E} (hA : A.IsSymmetric) (w η : ℝ) (x : E) :
    ‖responseOp A w η x‖ ^ 2 = ‖responseOp A w 0 x‖ ^ 2 + η ^ 2 * ‖x‖ ^ 2 := by
  have h0 : (⟪x, responseOp A w 0 x⟫_ℂ).im = 0 :=
    (curvature_im hA w 0 x).trans (zero_mul _)
  -- the cross term is purely imaginary
  have hre : (⟪responseOp A w 0 x, ((η : ℂ) * Complex.I) • x⟫_ℂ).re = 0 := by
    rw [inner_smul_right, undamped_symmetric hA w x x]
    simp only [Complex.mul_re, Complex.mul_im, Complex.I_re, Complex.I_im,
      Complex.ofReal_re, Complex.ofReal_im, h0]
    ring
  have hre' : RCLike.re (⟪responseOp A w 0 x, ((η : ℂ) * Complex.I) • x⟫_ℂ) = (0 : ℝ) := hre
  rw [responseOp_split A w η x, norm_add_sq (𝕜 := ℂ), hre', norm_smul, norm_mul,
    Complex.norm_I, Complex.norm_real, Real.norm_eq_abs, mul_one, mul_pow, sq_abs]
  ring

/-- For symmetric `A`, the damped operator stretches every vector by at least `|η|`. -/
theorem damped_lower_bound {A : E →ₗ[ℂ] E} (hA : A.IsSymmetric) (w η : ℝ) (x : E) :
    |η| * ‖x‖ ≤ ‖responseOp A w η x‖ := by
  have h : (|η| * ‖x‖) ^ 2 ≤ ‖responseOp A w η x‖ ^ 2 := by
    rw [response_norm_sq hA, mul_pow, sq_abs]
    linarith [sq_nonneg ‖responseOp A w 0 x‖]
  exact (le_abs_self _).trans (abs_le_of_sq_le_sq h (norm_nonneg _))

/-- For symmetric `A`, the lower bound `|η| ‖x‖` is attained exactly by the vectors
with `A x = w x`. -/
theorem damped_bound_eq_iff {A : E →ₗ[ℂ] E} (hA : A.IsSymmetric) (w η : ℝ) (x : E) :
    |η| * ‖x‖ = ‖responseOp A w η x‖ ↔ A x = (w : ℂ) • x := by
  have hsq : |η| * ‖x‖ = ‖responseOp A w η x‖ ↔
      (|η| * ‖x‖) ^ 2 = ‖responseOp A w η x‖ ^ 2 :=
    (sq_eq_sq₀ (by positivity) (by positivity)).symm
  have hB : responseOp A w 0 x = A x - (w : ℂ) • x := by
    simp only [responseOp_apply, Complex.ofReal_zero, zero_mul, zero_smul, add_zero]
  rw [hsq, response_norm_sq hA, mul_pow, sq_abs, hB]
  constructor
  · intro h
    have h2 : ‖A x - (w : ℂ) • x‖ ^ 2 = 0 := by linarith
    exact sub_eq_zero.mp (norm_eq_zero.mp ((pow_eq_zero_iff two_ne_zero).mp h2))
  · intro h
    rw [h, sub_self, norm_zero]
    ring

/-- If a symmetric `A` has eigenvalues `a < w < b`, some nonzero direction has zero
curvature for `A - w`. -/
theorem exists_zero_curvature {A : E →ₗ[ℂ] E} (hA : A.IsSymmetric) {a w b : ℝ}
    (ha : Module.End.HasEigenvalue A (a : ℂ)) (hb : Module.End.HasEigenvalue A (b : ℂ))
    (haw : a < w) (hwb : w < b) :
    ∃ x : E, x ≠ 0 ∧ ⟪x, responseOp A w 0 x⟫_ℂ = 0 := by
  obtain ⟨u, hu⟩ := ha.exists_hasEigenvector
  obtain ⟨v, hv⟩ := hb.exists_hasEigenvector
  have hAu : A u = (a : ℂ) • u := hu.apply_eq_smul
  have hAv : A v = (b : ℂ) • v := hv.apply_eq_smul
  have hU : 0 < ‖u‖ ^ 2 := pow_pos (norm_pos_iff.2 hu.2) 2
  have hV : 0 < ‖v‖ ^ 2 := pow_pos (norm_pos_iff.2 hv.2) 2
  -- eigenvectors of different eigenvalues are orthogonal
  have huv : ⟪u, v⟫_ℂ = 0 := by
    have h := hA u v
    rw [hAu, hAv, inner_smul_left, inner_smul_right, Complex.conj_ofReal] at h
    have hab : (a : ℂ) - b ≠ 0 := sub_ne_zero.2 (by exact_mod_cast (haw.trans hwb).ne)
    have h2 : ((a : ℂ) - b) * ⟪u, v⟫_ℂ = 0 := by linear_combination h
    exact (mul_eq_zero.1 h2).resolve_left hab
  have hvu : ⟪v, u⟫_ℂ = 0 := inner_eq_zero_symm.1 huv
  -- weights that balance negative against positive curvature
  have hp : 0 < (b - w) * ‖v‖ ^ 2 := mul_pos (sub_pos.2 hwb) hV
  have hq : 0 < (w - a) * ‖u‖ ^ 2 := mul_pos (sub_pos.2 haw) hU
  obtain ⟨s, hs0, hs⟩ : ∃ s : ℝ, 0 < s ∧ s ^ 2 = (b - w) * ‖v‖ ^ 2 :=
    ⟨_, Real.sqrt_pos.2 hp, Real.sq_sqrt hp.le⟩
  obtain ⟨t, ht⟩ : ∃ t : ℝ, t ^ 2 = (w - a) * ‖u‖ ^ 2 := ⟨_, Real.sq_sqrt hq.le⟩
  have hsC : (s : ℂ) ^ 2 = ((b : ℂ) - w) * ((‖v‖ ^ 2 : ℝ) : ℂ) := by exact_mod_cast hs
  have htC : (t : ℂ) ^ 2 = ((w : ℂ) - a) * ((‖u‖ ^ 2 : ℝ) : ℂ) := by exact_mod_cast ht
  refine ⟨(s : ℂ) • u + (t : ℂ) • v, ?_, ?_⟩
  · intro h
    have h1 := congrArg (fun y => ⟪u, y⟫_ℂ) h
    simp only [inner_add_right, inner_smul_right, huv, inner_self_ofReal, mul_zero,
      add_zero, inner_zero_right] at h1
    have h2 : s * ‖u‖ ^ 2 = 0 := by exact_mod_cast h1
    exact (mul_pos hs0 hU).ne' h2
  · simp only [responseOp_apply, map_add, map_smul, hAu, hAv, Complex.ofReal_zero,
      zero_mul, zero_smul, add_zero, inner_add_left, inner_add_right, inner_sub_right,
      inner_smul_left, inner_smul_right, Complex.conj_ofReal, huv, hvu, inner_self_ofReal]
    linear_combination ((a : ℂ) - w) * ((‖u‖ ^ 2 : ℝ) : ℂ) * hsC
      + ((b : ℂ) - w) * ((‖v‖ ^ 2 : ℝ) : ℂ) * htC

/-- If a symmetric `A` has eigenvalues `a < w < b`, then `A - w` has a nonzero direction of
zero curvature, whereas `‖(A - w + iη) x‖ ≥ |η| ‖x‖` for every real `η` and every `x`. -/
theorem breakdown_and_damping {A : E →ₗ[ℂ] E} (hA : A.IsSymmetric) {a w b : ℝ}
    (ha : Module.End.HasEigenvalue A (a : ℂ)) (hb : Module.End.HasEigenvalue A (b : ℂ))
    (haw : a < w) (hwb : w < b) :
    (∃ x : E, x ≠ 0 ∧ ⟪x, responseOp A w 0 x⟫_ℂ = 0) ∧
      ∀ (η : ℝ) (x : E), |η| * ‖x‖ ≤ ‖responseOp A w η x‖ :=
  ⟨exists_zero_curvature hA ha hb haw hwb, damped_lower_bound hA w⟩

/-- If a symmetric `A` has eigenvalues `a < w < b`, some nonzero initial residual `r` defeats
the first conjugate-gradient step for `A - w`: no step length `α` makes the new residual
`r - α (A - w) r` orthogonal to `r`. -/
theorem cg_first_step_fails {A : E →ₗ[ℂ] E} (hA : A.IsSymmetric) {a w b : ℝ}
    (ha : Module.End.HasEigenvalue A (a : ℂ)) (hb : Module.End.HasEigenvalue A (b : ℂ))
    (haw : a < w) (hwb : w < b) :
    ∃ r : E, r ≠ 0 ∧ ∀ α : ℂ, ⟪r, r - α • responseOp A w 0 r⟫_ℂ ≠ 0 := by
  obtain ⟨r, hr, h0⟩ := exists_zero_curvature hA ha hb haw hwb
  refine ⟨r, hr, fun α h => hr ?_⟩
  rw [inner_sub_right, inner_smul_right, h0, mul_zero, sub_zero] at h
  exact inner_self_eq_zero.mp h

/-- In finite dimension, for symmetric `A` and `w` not an eigenvalue, `A - w` has a nonzero
direction of zero curvature exactly when `w` lies between two eigenvalues of `A`. -/
theorem zero_curvature_iff [FiniteDimensional ℂ E] {A : E →ₗ[ℂ] E} (hA : A.IsSymmetric)
    {w : ℝ} (hw : ¬ Module.End.HasEigenvalue A (w : ℂ)) :
    (∃ x : E, x ≠ 0 ∧ ⟪x, responseOp A w 0 x⟫_ℂ = 0) ↔
      ∃ a b : ℝ, Module.End.HasEigenvalue A (a : ℂ) ∧
        Module.End.HasEigenvalue A (b : ℂ) ∧ a < w ∧ w < b := by
  constructor
  · rintro ⟨x, hx0, hx⟩
    obtain ⟨e, lam, he⟩ : ∃ (e : OrthonormalBasis (Fin (Module.finrank ℂ E)) ℂ E)
        (lam : Fin (Module.finrank ℂ E) → ℝ), ∀ i, A (e i) = (lam i : ℂ) • e i :=
      ⟨hA.eigenvectorBasis rfl, hA.eigenvalues rfl,
        fun i => hA.apply_eigenvectorBasis rfl i⟩
    have hev : ∀ i, Module.End.HasEigenvalue A (lam i : ℂ) := fun i =>
      Module.End.hasEigenvalue_of_hasEigenvector
        ⟨Module.End.mem_eigenspace_iff.2 (he i), e.orthonormal.ne_zero i⟩
    have hBe : ∀ i, responseOp A w 0 (e i) = ((lam i - w : ℝ) : ℂ) • e i := by
      intro i
      rw [responseOp_apply, he i, Complex.ofReal_sub, Complex.ofReal_zero]
      module
    -- the curvature as a sum over eigenstates
    have hC : ((∑ i, (lam i - w) * ‖⟪e i, x⟫_ℂ‖ ^ 2 : ℝ) : ℂ) = 0 := by
      refine Eq.trans ?_ hx
      rw [← e.sum_inner_mul_inner x (responseOp A w 0 x), Complex.ofReal_sum]
      refine Finset.sum_congr rfl fun i _ => ?_
      rw [← undamped_symmetric hA w (e i) x, hBe i, inner_smul_left,
        ← inner_conj_symm x (e i), Complex.conj_ofReal]
      push_cast
      linear_combination (-((lam i : ℂ) - w)) * Complex.conj_mul' (⟪e i, x⟫_ℂ)
    have hsum : ∑ i, (lam i - w) * ‖⟪e i, x⟫_ℂ‖ ^ 2 = 0 := by exact_mod_cast hC
    have hne : ∃ i ∈ Finset.univ, (lam i - w) * ‖⟪e i, x⟫_ℂ‖ ^ 2 ≠ 0 := by
      by_contra hcon
      apply hx0
      rw [← inner_self_eq_zero (𝕜 := ℂ), ← e.sum_inner_mul_inner x x]
      refine Finset.sum_eq_zero fun i hi => ?_
      have hz : (lam i - w) * ‖⟪e i, x⟫_ℂ‖ ^ 2 = 0 := by
        by_contra hn
        exact hcon ⟨i, hi, hn⟩
      have hl : lam i - w ≠ 0 := fun h => hw (sub_eq_zero.1 h ▸ hev i)
      have hc := (mul_eq_zero.1 hz).resolve_left hl
      rw [norm_eq_zero.1 ((pow_eq_zero_iff two_ne_zero).1 hc), mul_zero]
    -- a vanishing sum with a nonzero term has terms of both signs
    obtain ⟨j, _, hj⟩ := Finset.exists_pos_of_sum_zero_of_exists_nonzero _ hsum hne
    obtain ⟨i, _, hi⟩ := Finset.exists_pos_of_sum_zero_of_exists_nonzero
      (fun i => -((lam i - w) * ‖⟪e i, x⟫_ℂ‖ ^ 2))
      (by rw [Finset.sum_neg_distrib, hsum, neg_zero])
      (by
        obtain ⟨k, hk, hk0⟩ := hne
        exact ⟨k, hk, neg_ne_zero.2 hk0⟩)
    refine ⟨lam i, lam j, hev i, hev j, ?_, ?_⟩
    · by_contra h
      have h1 := mul_nonneg (sub_nonneg.2 (not_lt.1 h)) (sq_nonneg ‖⟪e i, x⟫_ℂ‖)
      linarith
    · by_contra h
      have h1 := mul_nonneg (sub_nonneg.2 (not_lt.1 h)) (sq_nonneg ‖⟪e j, x⟫_ℂ‖)
      linarith
  · rintro ⟨a, b, ha, hb, haw, hwb⟩
    exact exists_zero_curvature hA ha hb haw hwb

/-- In finite dimension, for symmetric `A` and nonzero damping `η`, the response equation
`(A - w + iη) x = f` has exactly one solution for every `f`. -/
theorem damped_bijective [FiniteDimensional ℂ E] {A : E →ₗ[ℂ] E} (hA : A.IsSymmetric)
    (w : ℝ) {η : ℝ} (hη : η ≠ 0) : Function.Bijective (responseOp A w η) := by
  have hinj : Function.Injective (responseOp A w η) := by
    refine (injective_iff_map_eq_zero (responseOp A w η)).2 fun x hx => ?_
    have h := damped_lower_bound hA w η x
    rw [hx, norm_zero] at h
    by_contra hne
    have h1 := mul_pos (abs_pos.2 hη) (norm_pos_iff.2 hne)
    linarith
  exact ⟨hinj, LinearMap.injective_iff_surjective.1 hinj⟩

end FrequencyDependentResponse
```

```lean
#print axioms FrequencyDependentResponse.breakdown_and_damping
#print axioms FrequencyDependentResponse.cg_first_step_fails
#print axioms FrequencyDependentResponse.zero_curvature_iff
#print axioms FrequencyDependentResponse.damped_bijective
```

```
'FrequencyDependentResponse.breakdown_and_damping' depends on axioms: [propext, Classical.choice, Quot.sound]
'FrequencyDependentResponse.cg_first_step_fails' depends on axioms: [propext, Classical.choice, Quot.sound]
'FrequencyDependentResponse.zero_curvature_iff' depends on axioms: [propext, Classical.choice, Quot.sound]
'FrequencyDependentResponse.damped_bijective' depends on axioms: [propext, Classical.choice, Quot.sound]
```

## The operator, its hypotheses and their physical reading

The theorem that answers your question is `breakdown_and_damping`. In words: if `A` is symmetric and has real eigenvalues `a` and `b` with `a < w` and `w < b`, then a nonzero `x` has zero curvature for the undamped operator, and for all real `η` and all `x` the damped operator satisfies `|η| * ‖x‖ ≤ ‖responseOp A w η x‖`.

- `E` is a complex inner product space. The main theorem needs no finite dimension; only `zero_curvature_iff` and `damped_bijective` assume it.
- `A : E →ₗ[ℂ] E` is defined on all of `E`, and `A.IsSymmetric` says $\langle Ax,y\rangle=\langle x,Ay\rangle$. In finite dimension this is self-adjointness. Unbounded Hamiltonians with a restricted domain are not covered.
- `Module.End.HasEigenvalue A (a : ℂ)` supplies a nonzero eigenvector; the cast places the real number `a` in the complex scalars.
- `responseOp A w η` is $A-w+i\eta$, and `responseOp A w 0` is $A-w$. The damping `η` is put in by hand and stands for a finite lifetime, which broadens resonances. The theorems hold for either sign of `η`.

In density functional perturbation theory, the result applies to a frequency-dependent Sternheimer equation in a finite basis, at each linear solve in which the change of the potential is held fixed on the right-hand side. In atomic units, take an occupied orbital of energy $\varepsilon$ driven at frequency $\omega>0$, let $A$ be $H-\varepsilon$ restricted to the unoccupied states, with $H$ the unperturbed Kohn–Sham Hamiltonian, and set $w=\omega$. The eigenvalues of $A$ are then the differences between the unoccupied Kohn–Sham orbital energies and $\varepsilon$, and the breakdown theorem applies when $\omega$ lies strictly between the lowest and the highest of them.

The first half concerns suitable starting residuals, not every run of the algorithm. The second half does not license ordinary conjugate gradients for the damped problem, since $A-w+i\eta$ is not self-adjoint when $\eta\neq0$ and $E\neq0$. Convergence rates and rounding are not treated.

## From real curvature to the combined theorem

`undamped_symmetric` shows that $A-w$ is symmetric, which uses that `w` is real. `curvature_im` combines this with conjugate symmetry of the inner product to get the imaginary part $\eta\|x\|^2$.

`response_norm_sq` is the quadrature identity. It expands the norm with `norm_add_sq`, after `hre` has shown that the real part of the cross term is zero. `damped_lower_bound` discards the nonnegative square and passes from squares to norms with `abs_le_of_sq_le_sq`. `damped_bound_eq_iff` keeps that square and reads off the equality case.

`exists_zero_curvature` follows the two-eigenvector construction. The step `huv` proves orthogonality, and `Real.sqrt` provides `s` and `t`. Pairing the combination with `u` shows that it is nonzero. The final `linear_combination` inserts the formulas for $s^2$ and $t^2$, and the two contributions cancel. `breakdown_and_damping` then pairs this result with the lower bound.

`cg_first_step_fails` takes the zero-curvature vector as residual `r`. If some `α` achieved orthogonality, the inner product would reduce to $\langle r,r\rangle=0$, contradicting $r\ne0$.

For `zero_curvature_iff`, Mathlib's eigenvector basis gives the curvature sum `hsum`. The step `hne` finds a nonzero term: if all terms vanished, every coefficient of `x` would vanish too, because no `lam i` equals `w`. Applying `Finset.exists_pos_of_sum_zero_of_exists_nonzero` to the sum and to its negative yields eigenvalues above and below `w`. The reverse direction is `exists_zero_curvature`.

Finally, `damped_bijective` applies the lower bound to a vector in the kernel, which must be zero, and uses `LinearMap.injective_iff_surjective` for surjectivity. So for nonzero damping the finite-dimensional response equation $(A-w+i\eta)x=f$ has exactly one solution for each $f$, even when $w$ is an eigenvalue.
